# Pseudo-Jahn–Teller bending in a two-level model: a stiff frame stays straight, a soft one bends

The total energy is a function of one real bending coordinate $x$, and both electrons are placed in the lower of two levels by definition. Electron repulsion, other vibrations and nuclear quantum motion are left out.

In Lean 4 with Mathlib:

```lean
import Mathlib

open Matrix

namespace PseudoJahnTellerBending

noncomputable section
```

At $x=0$ the levels lie at $-D$ and $D$. Bending mixes them through the matrix element $cx$, linear in the displacement.

```lean
/-- Hamiltonian of one electron in two levels at energies `-D` and `D`, mixed by the
bending coordinate `x` with coupling constant `c`. -/
def hamiltonian (D c x : ℝ) : Matrix (Fin 2) (Fin 2) ℝ :=
  !![-D, c * x; c * x, D]
```

Write $s(x)$ for `halfGap D c x`, which part (b) connects to the levels.

```lean
/-- Half the distance between the two mixed levels at bending `x`. -/
def halfGap (D c x : ℝ) : ℝ := √(D ^ 2 + c ^ 2 * x ^ 2)
```

The energy $f(x)=Kx^2-2s(x)$ is `energy K D c x`. The constant $K$ is the stiffness of the frame without this mixing; since there is no factor ½, the bare force constant is $2K$.

```lean
/-- Total energy at bending `x`: the elastic energy `K x ^ 2` of the frame plus two
electrons at energy `-halfGap D c x`. -/
def energy (K D c x : ℝ) : ℝ := K * x ^ 2 - 2 * halfGap D c x
```

Write $q$ for `distortion K D c`, a candidate bending amplitude.

```lean
/-- The bending amplitude `√(c² / K² - D² / c²)`, meant for positive `K`, nonzero `c` and a
nonnegative radicand. -/
def distortion (K D c : ℝ) : ℝ := √(c ^ 2 / K ^ 2 - D ^ 2 / c ^ 2)
```

All parameters are real. From (d) on, $D,K>0$; "soft" means $K<c^2/D$ and "stiff" means $c^2/D\le K$.

### (a) The squared half gap

Show that $s^2=D^2+c^2x^2$.

The radicand is a sum of squares, hence nonnegative, so squaring undoes the root.

```lean
/-- The square of the half gap is the sum of the squares of `D` and of the coupling `c x`. -/
theorem halfGap_sq (D c x : ℝ) : halfGap D c x ^ 2 = D ^ 2 + c ^ 2 * x ^ 2 :=
  Real.sq_sqrt (by positivity)
```

### (b) The one-electron levels

Show that $E$ is an eigenvalue of the Hamiltonian exactly when $E=\pm s$.

A nonzero $v$ with $Hv=Ev$ exists exactly when $\det(H-E)=0$, and
$$(-D-E)(D-E)-c^2x^2=E^2-s^2=(E+s)(E-s).$$
In the code, `h` is the determinant criterion and `hd` the factorization.

```lean
/-- The energy levels of the two-level Hamiltonian are exactly minus and plus the half gap. -/
theorem levels (D c x E : ℝ) :
    (∃ v : Fin 2 → ℝ, v ≠ 0 ∧ hamiltonian D c x *ᵥ v = E • v) ↔
      E = -halfGap D c x ∨ E = halfGap D c x := by
  have h : (∃ v : Fin 2 → ℝ, v ≠ 0 ∧ hamiltonian D c x *ᵥ v = E • v) ↔
      (hamiltonian D c x - E • (1 : Matrix (Fin 2) (Fin 2) ℝ)).det = 0 := by
    rw [← Matrix.exists_mulVec_eq_zero_iff]
    simp only [Matrix.sub_mulVec, Matrix.smul_mulVec, Matrix.one_mulVec, sub_eq_zero]
  -- the secular determinant factorizes
  have hd : (hamiltonian D c x - E • (1 : Matrix (Fin 2) (Fin 2) ℝ)).det =
      (E + halfGap D c x) * (E - halfGap D c x) := by
    rw [Matrix.det_fin_two]
    simp [hamiltonian]
    linear_combination halfGap_sq D c x
  rw [h, hd, mul_eq_zero, sub_eq_zero, add_eq_zero_iff_eq_neg]
```

### (c) Completing the square

For $K,c\neq0$, show that
$$f=\frac{K}{c^2}\Big(s-\frac{c^2}{K}\Big)^2-\frac{c^2}{K}-\frac{KD^2}{c^2}.$$

By (a), $x^2=(s^2-D^2)/c^2$, which is `hx`. Hence $f=\frac{K}{c^2}s^2-2s-\frac{KD^2}{c^2}$. The square expands to $\frac{K}{c^2}s^2-2s+\frac{c^2}{K}$, so subtracting $c^2/K$ gives the claim.

```lean
/-- For nonzero stiffness and coupling, the total energy is `K / c²` times the square of
`halfGap D c x - c² / K`, plus a term independent of `x`. -/
theorem energy_eq {K c : ℝ} (hK : K ≠ 0) (hc : c ≠ 0) (D x : ℝ) :
    energy K D c x = K / c ^ 2 * (halfGap D c x - c ^ 2 / K) ^ 2
      - (c ^ 2 / K + K * D ^ 2 / c ^ 2) := by
  have hx : x ^ 2 = (halfGap D c x ^ 2 - D ^ 2) / c ^ 2 := by
    rw [eq_div_iff (pow_ne_zero 2 hc)]
    linear_combination -halfGap_sq D c x
  unfold energy
  rw [hx]
  field_simp
  ring
```

### (d) A soft frame has nonzero coupling

Show that $K<c^2/D$ implies $c\ne0$.

Multiplying by $D$ gives $KD<c^2$. With $c=0$ this would read $KD<0$, which is false.

```lean
/-- If `D` and `K` are positive and `K < c² / D`, the coupling is nonzero. -/
theorem coupling_ne_zero {K D c : ℝ} (hK : 0 < K) (hD : 0 < D) (h : K < c ^ 2 / D) :
    c ≠ 0 := by
  intro h0
  have hKD := (lt_div_iff₀ hD).1 h
  rw [h0] at hKD
  nlinarith [mul_pos hK hD]
```

### (e) The amplitude is positive

For a soft frame, show that $q>0$.

The radicand $c^2/K^2-D^2/c^2$ is positive exactly when $c^4-K^2D^2=(c^2-KD)(c^2+KD)>0$. Both factors are positive; their product is `hp`.

```lean
/-- If `D` and `K` are positive and `K < c² / D`, the bending amplitude is positive. -/
theorem distortion_pos {K D c : ℝ} (hK : 0 < K) (hD : 0 < D) (h : K < c ^ 2 / D) :
    0 < distortion K D c := by
  have hc := coupling_ne_zero hK hD h
  have hKD := (lt_div_iff₀ hD).1 h
  have hc2 : 0 < c ^ 2 := by positivity
  have hp := mul_pos (sub_pos.2 hKD) (add_pos hc2 (mul_pos hK hD))
  apply Real.sqrt_pos.2
  rw [sub_pos, div_lt_div_iff₀ (by positivity) (by positivity)]
  nlinarith
```

### (f) Where the half gap takes its optimal value

For a soft frame, show that $s(x)=c^2/K$ exactly when $x=\pm q$.

Both sides of $s=c^2/K$ are nonnegative, so it is equivalent to its square, $D^2+c^2x^2=c^4/K^2$. Since $c^2q^2=c^4/K^2-D^2$ (`hcq`), this says $x^2=q^2$.

```lean
/-- If `D` and `K` are positive and `K < c² / D`, the half gap equals `c² / K` exactly
at the two opposite bendings of amplitude `distortion K D c`. -/
theorem halfGap_eq_iff {K D c : ℝ} (hK : 0 < K) (hD : 0 < D) (h : K < c ^ 2 / D) (x : ℝ) :
    halfGap D c x = c ^ 2 / K ↔ x = distortion K D c ∨ x = -distortion K D c := by
  have hc := coupling_ne_zero hK hD h
  have hq : distortion K D c ^ 2 = c ^ 2 / K ^ 2 - D ^ 2 / c ^ 2 :=
    Real.sq_sqrt (Real.sqrt_pos.1 (distortion_pos hK hD h)).le
  have h1 : c ^ 2 * (D ^ 2 / c ^ 2) = D ^ 2 := by field_simp
  have hcq : c ^ 2 * distortion K D c ^ 2 = (c ^ 2 / K) ^ 2 - D ^ 2 := by
    linear_combination c ^ 2 * hq - h1
  have hs := halfGap_sq D c x
  have hn : 0 ≤ halfGap D c x := Real.sqrt_nonneg _
  rw [← sq_eq_sq_iff_eq_or_eq_neg]
  constructor
  · intro e
    rw [e] at hs
    exact mul_left_cancel₀ (pow_ne_zero 2 hc) (by linarith)
  · intro e
    have h2 : halfGap D c x ^ 2 = (c ^ 2 / K) ^ 2 := by
      rw [hs, e, hcq]
      ring
    exact (sq_eq_sq₀ hn (by positivity)).1 h2
```

### (g) A stiff frame

If $c^2/D\le K$ and $x\neq0$, show that $f(0)<f(x)$.

Here $f(0)=-2D$ and $c^2\le KD$, so
$$s^2\le D^2+KDx^2<\Big(D+\frac{Kx^2}{2}\Big)^2.$$
Thus $s<D+Kx^2/2$ (`h3`), and $f(x)>-2D$. The case $c=0$ is included: there $f(x)=Kx^2-2D$.

```lean
/-- Stiff frame: if `D` and `K` are positive and `c² / D ≤ K`, every bent geometry lies
strictly above the straight one. -/
theorem straight_of_stiff {K D c : ℝ} (hK : 0 < K) (hD : 0 < D) (h : c ^ 2 / D ≤ K)
    {x : ℝ} (hx : x ≠ 0) : energy K D c 0 < energy K D c x := by
  have h0 : energy K D c 0 = -2 * D := by simp [energy, halfGap, Real.sqrt_sq hD.le]
  have h1 := mul_le_mul_of_nonneg_right ((div_le_iff₀ hD).1 h) (sq_nonneg x)
  have h2 : 0 < (K * x ^ 2) ^ 2 := by positivity
  -- the electronic gain stays below the elastic cost
  have h3 : halfGap D c x < K * x ^ 2 / 2 + D :=
    (Real.sqrt_lt' (by positivity)).2 (by nlinarith)
  rw [h0]
  unfold energy
  linarith
```

### (h) A soft frame

If $K<c^2/D$, show that $f(x)\le f(y)$ for all $y$ exactly when $x=\pm q$.

By (f), $s(q)=c^2/K$, so (c) gives
$$f(x)-f(q)=\frac{K}{c^2}\Big(s(x)-\frac{c^2}{K}\Big)^2.$$
A minimizer must make this vanish, so $x=\pm q$ by (f). Conversely, when the square vanishes at $x$, (c) puts every $f(y)$ at or above $f(x)$.

```lean
/-- Soft frame: if `D` and `K` are positive and `K < c² / D`, the global minimizers of the
energy are exactly the two opposite bendings of amplitude `distortion K D c`. -/
theorem bent_of_soft {K D c : ℝ} (hK : 0 < K) (hD : 0 < D) (h : K < c ^ 2 / D) (x : ℝ) :
    (∀ y, energy K D c x ≤ energy K D c y) ↔
      x = distortion K D c ∨ x = -distortion K D c := by
  have hc := coupling_ne_zero hK hD h
  have hp : 0 < K / c ^ 2 := by positivity
  have hq := (halfGap_eq_iff hK hD h (distortion K D c)).2 (Or.inl rfl)
  rw [← halfGap_eq_iff hK hD h]
  constructor
  · intro hm
    have h1 := hm (distortion K D c)
    rw [energy_eq hK.ne' hc D x, energy_eq hK.ne' hc D (distortion K D c), hq,
      sub_self] at h1
    have h2 : K / c ^ 2 * (halfGap D c x - c ^ 2 / K) ^ 2 ≤ 0 := by linarith
    -- the square in the energy must vanish at a minimizer
    have h3 : (halfGap D c x - c ^ 2 / K) ^ 2 ≤ 0 := by
      by_contra hn
      exact absurd (mul_pos hp (not_le.1 hn)) (not_lt.2 h2)
    exact sub_eq_zero.1 ((pow_eq_zero_iff two_ne_zero).1 (le_antisymm h3 (sq_nonneg _)))
  · intro e y
    rw [energy_eq hK.ne' hc D x, energy_eq hK.ne' hc D y, e, sub_self]
    have h1 := mul_nonneg hp.le (sq_nonneg (halfGap D c y - c ^ 2 / K))
    linarith
```

### (i) The criterion for a straight minimum

Show that $x=0$ is a global minimizer exactly when $c^2/D\le K$.

If the frame is stiff, use (g). If it is soft, (h) would force $0=\pm q$, against (e).

```lean
/-- For positive `D` and `K`, the straight geometry is a global minimum of the energy
if and only if `c² / D ≤ K`. -/
theorem straight_iff {K D c : ℝ} (hK : 0 < K) (hD : 0 < D) :
    (∀ y, energy K D c 0 ≤ energy K D c y) ↔ c ^ 2 / D ≤ K := by
  constructor
  · intro hm
    by_contra hn
    have h := not_le.1 hn
    have hq := distortion_pos hK hD h
    rcases (bent_of_soft hK hD h 0).1 hm with h0 | h0 <;> linarith
  · intro h y
    by_cases hy : y = 0
    · rw [hy]
    · exact (straight_of_stiff hK hD h hy).le
```

In a vibrational calculation at the straight geometry, this one-coordinate, non-interacting model has curvature $f''(0)=2(K-c^2/D)$. A soft frame therefore shows an imaginary bending frequency, and displacing the atoms along that mode before relaxing leads towards a bent minimum.

### (j) The stabilization energy

For a soft frame, show that
$$f(0)-f(q)=\frac{(c^2-KD)^2}{Kc^2}.$$

By (c) and (f), the left side is $-2D+\frac{c^2}{K}+\frac{KD^2}{c^2}$; a common denominator gives the square. As $K$ rises to $c^2/D$, both this gain and $q$ tend to zero.

```lean
/-- If `D` and `K` are positive and `K < c² / D`, bending by `distortion K D c` lowers the
energy of the straight geometry by `(c² - K D)² / (K c²)`. -/
theorem stabilization_energy {K D c : ℝ} (hK : 0 < K) (hD : 0 < D) (h : K < c ^ 2 / D) :
    energy K D c 0 - energy K D c (distortion K D c) =
      (c ^ 2 - K * D) ^ 2 / (K * c ^ 2) := by
  have hc := coupling_ne_zero hK hD h
  have h0 : energy K D c 0 = -2 * D := by simp [energy, halfGap, Real.sqrt_sq hD.le]
  have hq := (halfGap_eq_iff hK hD h (distortion K D c)).2 (Or.inl rfl)
  rw [h0, energy_eq hK.ne' hc, hq, sub_self]
  field_simp
  ring

end

end PseudoJahnTellerBending
```

```lean
#print axioms PseudoJahnTellerBending.levels
-- 'PseudoJahnTellerBending.levels' depends on axioms: [propext, Classical.choice, Quot.sound]
#print axioms PseudoJahnTellerBending.straight_of_stiff
-- 'PseudoJahnTellerBending.straight_of_stiff' depends on axioms: [propext, Classical.choice, Quot.sound]
#print axioms PseudoJahnTellerBending.straight_iff
-- 'PseudoJahnTellerBending.straight_iff' depends on axioms: [propext, Classical.choice, Quot.sound]
#print axioms PseudoJahnTellerBending.stabilization_energy
-- 'PseudoJahnTellerBending.stabilization_energy' depends on axioms: [propext, Classical.choice, Quot.sound]
```
